# Orthogonality of the commutation signs of Pauli strings

Two Pauli strings on `n` qubits, phases left aside, either commute or anticommute, and the sign recording which is the product over the qubits of the signs for their letters. The theorem fixes two strings `t` and `u`, multiplies the signs they have with a third string `s`, and sums over all `4 ^ n` choices of `s`: the result is `4 ^ n` if `t = u` and `0` otherwise. The strings are represented by labels in `Fin 4`, with `0` for the identity, and no matrices enter the statement. The proof factorises the sum over the qubits and uses the one-qubit case, `one`, which it tries to settle by checking all sixteen pairs of letters.

The first attempt, which Lean rejects:

```lean
import Mathlib

open Matrix

namespace PauliTwirling

noncomputable section

/-- The sign of two Pauli letters: `1` if they commute, `-1` if they anticommute. -/
def sgn (a b : Fin 4) : ℂ := if a = 0 ∨ b = 0 ∨ a = b then 1 else -1

variable {n : ℕ}

/-- The product of the signs of two Pauli strings, summed over all conjugating strings, is `4 ^ n`
if the two strings are equal and `0` otherwise. -/
theorem sign_orthogonality (t u : Fin n → Fin 4) :
    ∑ s : Fin n → Fin 4, (∏ k, sgn (s k) (t k)) * (∏ k, sgn (s k) (u k)) =
      if t = u then (4 : ℂ) ^ n else 0 := by
  have one : ∀ b c, ∑ a, sgn a b * sgn a c = if b = c then (4 : ℂ) else 0 := by
    intro b c
    fin_cases b <;> fin_cases c <;> norm_num [sgn, Fin.sum_univ_four]
  -- the sum over strings factorises over the qubits
  have h : ∑ s : Fin n → Fin 4, (∏ k, sgn (s k) (t k)) * (∏ k, sgn (s k) (u k)) =
      ∏ k, ∑ a, sgn a (t k) * sgn a (u k) := by
    rw [Finset.prod_univ_sum, Fintype.piFinset_univ]
    simp only [Finset.prod_mul_distrib]
  rw [h]
  simp only [one]
  by_cases htu : t = u
  · subst htu
    simp
  · rw [if_neg htu]
    obtain ⟨k, hk⟩ := Function.ne_iff.mp htu
    exact Finset.prod_eq_zero (Finset.mem_univ k) (if_neg hk)

end

end PauliTwirling
```

Lean reports:

```
Main.lean:19:77: error: unsolved goals
case «0».«1»
n : ℕ
t u : Fin n → Fin 4
⊢ ((2 + if 2 = 0 ∨ 2 = 1 then 1 else -1) + if 3 = 0 ∨ 3 = 1 then 1 else -1) = 0

case «0».«2»
n : ℕ
t u : Fin n → Fin 4
⊢ ((if 2 = 0 ∨ 2 = ⟨2, ⋯⟩ then 1 else -1) + if 3 = 0 ∨ 3 = ⟨2, ⋯⟩ then 1 else -1) = 0

case «0».«3»
n : ℕ
t u : Fin n → Fin 4
⊢ ((if 2 = 0 ∨ 2 = ⟨3, ⋯⟩ then 1 else -1) + if 3 = 0 ∨ 3 = ⟨3, ⋯⟩ then 1 else -1) = 0

case «1».«0»
n : ℕ
t u : Fin n → Fin 4
⊢ ((2 + if 2 = 0 ∨ 2 = 1 then 1 else -1) + if 3 = 0 ∨ 3 = 1 then 1 else -1) = 0

case «1».«1»
n : ℕ
t u : Fin n → Fin 4
⊢ ((2 + if 2 = 0 ∨ 2 = 1 then if 2 = 0 ∨ 2 = 1 then 1 else -1 else -if 2 = 0 ∨ 2 = 1 then 1 else -1) +
      if 3 = 0 ∨ 3 = 1 then if 3 = 0 ∨ 3 = 1 then 1 else -1 else -if 3 = 0 ∨ 3 = 1 then 1 else -1) =
    4

case «1».«2»
n : ℕ
t u : Fin n → Fin 4
⊢ ((if 2 = 0 ∨ 2 = ⟨2, ⋯⟩ then if 2 = 0 ∨ 2 = 1 then 1 else -1 else -if 2 = 0 ∨ 2 = 1 then 1 else -1) +
      if 3 = 0 ∨ 3 = ⟨2, ⋯⟩ then if 3 = 0 ∨ 3 = 1 then 1 else -1 else -if 3 = 0 ∨ 3 = 1 then 1 else -1) =
    0

case «1».«3»
n : ℕ
t u : Fin n → Fin 4
⊢ ((if 2 = 0 ∨ 2 = ⟨3, ⋯⟩ then if 2 = 0 ∨ 2 = 1 then 1 else -1 else -if 2 = 0 ∨ 2 = 1 then 1 else -1) +
      if 3 = 0 ∨ 3 = ⟨3, ⋯⟩ then if 3 = 0 ∨ 3 = 1 then 1 else -1 else -if 3 = 0 ∨ 3 = 1 then 1 else -1) =
    0

case «2».«0»
n : ℕ
t u : Fin n → Fin 4
⊢ ((if 2 = 0 ∨ 2 = ⟨2, ⋯⟩ then 1 else -1) + if 3 = 0 ∨ 3 = ⟨2, ⋯⟩ then 1 else -1) = 0

case «2».«1»
n : ℕ
t u : Fin n → Fin 4
⊢ ((if 2 = 0 ∨ 2 = 1 then if 2 = 0 ∨ 2 = ⟨2, ⋯⟩ then 1 else -1 else -if 2 = 0 ∨ 2 = ⟨2, ⋯⟩ then 1 else -1) +
      if 3 = 0 ∨ 3 = 1 then if 3 = 0 ∨ 3 = ⟨2, ⋯⟩ then 1 else -1 else -if 3 = 0 ∨ 3 = ⟨2, ⋯⟩ then 1 else -1) =
    0

case «2».«2»
n : ℕ
t u : Fin n → Fin 4
⊢ ((2 + if 2 = 0 ∨ 2 = ⟨2, ⋯⟩ then if 2 = 0 ∨ 2 = ⟨2, ⋯⟩ then 1 else -1 else -if 2 = 0 ∨ 2 = ⟨2, ⋯⟩ then 1 else -1) +
      if 3 = 0 ∨ 3 = ⟨2, ⋯⟩ then if 3 = 0 ∨ 3 = ⟨2, ⋯⟩ then 1 else -1 else -if 3 = 0 ∨ 3 = ⟨2, ⋯⟩ then 1 else -1) =
    4

case «2».«3»
n : ℕ
t u : Fin n → Fin 4
⊢ ((2 + if 2 = 0 ∨ 2 = ⟨3, ⋯⟩ then if 2 = 0 ∨ 2 = ⟨2, ⋯⟩ then 1 else -1 else -if 2 = 0 ∨ 2 = ⟨2, ⋯⟩ then 1 else -1) +
      if 3 = 0 ∨ 3 = ⟨3, ⋯⟩ then if 3 = 0 ∨ 3 = ⟨2, ⋯⟩ then 1 else -1 else -if 3 = 0 ∨ 3 = ⟨2, ⋯⟩ then 1 else -1) =
    0

case «3».«0»
n : ℕ
t u : Fin n → Fin 4
⊢ ((if 2 = 0 ∨ 2 = ⟨3, ⋯⟩ then 1 else -1) + if 3 = 0 ∨ 3 = ⟨3, ⋯⟩ then 1 else -1) = 0

case «3».«1»
n : ℕ
t u : Fin n → Fin 4
⊢ ((if 2 = 0 ∨ 2 = 1 then if 2 = 0 ∨ 2 = ⟨3, ⋯⟩ then 1 else -1 else -if 2 = 0 ∨ 2 = ⟨3, ⋯⟩ then 1 else -1) +
      if 3 = 0 ∨ 3 = 1 then if 3 = 0 ∨ 3 = ⟨3, ⋯⟩ then 1 else -1 else -if 3 = 0 ∨ 3 = ⟨3, ⋯⟩ then 1 else -1) =
    0

case «3».«2»
n : ℕ
t u : Fin n → Fin 4
⊢ ((2 + if 2 = 0 ∨ 2 = ⟨2, ⋯⟩ then if 2 = 0 ∨ 2 = ⟨3, ⋯⟩ then 1 else -1 else -if 2 = 0 ∨ 2 = ⟨3, ⋯⟩ then 1 else -1) +
      if 3 = 0 ∨ 3 = ⟨2, ⋯⟩ then if 3 = 0 ∨ 3 = ⟨3, ⋯⟩ then 1 else -1 else -if 3 = 0 ∨ 3 = ⟨3, ⋯⟩ then 1 else -1) =
    0

case «3».«3»
n : ℕ
t u : Fin n → Fin 4
⊢ ((2 + if 2 = 0 ∨ 2 = ⟨3, ⋯⟩ then if 2 = 0 ∨ 2 = ⟨3, ⋯⟩ then 1 else -1 else -if 2 = 0 ∨ 2 = ⟨3, ⋯⟩ then 1 else -1) +
      if 3 = 0 ∨ 3 = ⟨3, ⋯⟩ then if 3 = 0 ∨ 3 = ⟨3, ⋯⟩ then 1 else -1 else -if 3 = 0 ∨ 3 = ⟨3, ⋯⟩ then 1 else -1) =
    4
```

The change, after which it compiles:

```diff
@@ -19,5 +19,5 @@
   have one : ∀ b c, ∑ a, sgn a b * sgn a c = if b = c then (4 : ℂ) else 0 := by
     intro b c
-    fin_cases b <;> fin_cases c <;> norm_num [sgn, Fin.sum_univ_four]
+    fin_cases b <;> fin_cases c <;> simp [sgn, Fin.sum_univ_four] <;> norm_num
   -- the sum over strings factorises over the qubits
   have h : ∑ s : Fin n → Fin 4, (∏ k, sgn (s k) (t k)) * (∏ k, sgn (s k) (u k)) =
```

What went wrong. The error is in `one`. Of the sixteen cases, only the one with both letters `0` is closed; the other fifteen are reported as unsolved goals. They are true, but their sums still contain `if` expressions with conditions such as `2 = 0 ∨ 2 = 1`, where the numbers are elements of `Fin 4`. `norm_num` has unfolded `sgn` and written out the four terms, but has not decided these equations. It does not run the default simplification procedures of `simp`, among them those that evaluate equality between literals in `Fin`. Some letters also remain in the form `⟨2, ⋯⟩` left by `fin_cases`.

The repair gives the same two lemmas to `simp`, whose procedures turn such forms into literals and decide the equations, so that each `if` reduces to `1` or `-1`. The added `<;> norm_num` then finishes the arithmetic in `ℂ` in any case that `simp` leaves open.
